# Two equally large finite sets of real orbitals have a best orthogonal alignment

For any real matrices `A` and `B` of the same finite shape, `exists_minimiser` states that some orthogonal matrix `U` makes the Frobenius norm of `A * U - B` as small as any orthogonal matrix can. If the columns are read as real orbitals expanded in a finite orthonormal basis, `U` mixes the orbitals of `A` among themselves to bring them as close as possible to those of `B`, matched column by column. The columns need not be normalised or mutually orthogonal, and `U` is not claimed to be unique. The attempt shows that the orthogonal matrices form a closed subset of the compact box of matrices with entries in [-1, 1], so the continuous function `trace (Uᵀ * (Aᵀ * B))` attains a maximum on them. By `isMinimiser_iff`, a maximiser of this overlap is a minimiser of the misfit.

This version doesn't compile in Lean 4 with Mathlib:

```lean
import Mathlib

open Matrix
open scoped MatrixOrder

namespace ExistsMinimiser

variable {m k : Type*} [Fintype m] [Fintype k] [DecidableEq k]

/-- The Frobenius norm of a real matrix: the square root of the sum of its squared entries. -/
noncomputable def frobNorm (X : Matrix m k ℝ) : ℝ :=
  Real.sqrt (∑ i, ∑ j, X i j ^ 2)

/-- `U` is an orthogonal matrix that brings `A * U` as close to `B` in Frobenius norm as any
orthogonal matrix can. -/
def IsMinimiser (A B : Matrix m k ℝ) (U : Matrix k k ℝ) : Prop :=
  Uᵀ * U = 1 ∧ ∀ V : Matrix k k ℝ, Vᵀ * V = 1 → frobNorm (A * U - B) ≤ frobNorm (A * V - B)

/-- For orthogonal `U`, the squared misfit depends on `U` only through the overlap
`trace (Uᵀ Aᵀ B)`. -/
theorem misfit_sq (A B : Matrix m k ℝ) {U : Matrix k k ℝ} (hU : Uᵀ * U = 1) :
    frobNorm (A * U - B) ^ 2 =
      trace (Aᵀ * A) + trace (Bᵀ * B) - 2 * trace (Uᵀ * (Aᵀ * B)) := by
  have h : ∀ X : Matrix m k ℝ, frobNorm X ^ 2 = trace (Xᵀ * X) := by
    intro X
    rw [frobNorm, Real.sq_sqrt (by positivity), Finset.sum_comm]
    simp [Matrix.trace, Matrix.mul_apply, sq]
  have hU' : U * Uᵀ = 1 := mul_eq_one_comm.mp hU
  have h1 : trace ((A * U)ᵀ * (A * U)) = trace (Aᵀ * A) := by
    rw [transpose_mul, Matrix.mul_assoc, trace_mul_comm, Matrix.mul_assoc, Matrix.mul_assoc,
      hU', Matrix.mul_one]
  have h2 : trace (Bᵀ * (A * U)) = trace (Uᵀ * (Aᵀ * B)) := by
    rw [← trace_transpose (Bᵀ * (A * U)), transpose_mul, transpose_mul, transpose_transpose,
      Matrix.mul_assoc]
  have h3 : trace ((A * U)ᵀ * B) = trace (Uᵀ * (Aᵀ * B)) := by
    rw [transpose_mul, Matrix.mul_assoc]
  rw [h, transpose_sub, Matrix.sub_mul, Matrix.mul_sub, Matrix.mul_sub, trace_sub, trace_sub,
    trace_sub, h1, h2, h3]
  ring

/-- Minimising the misfit over orthogonal matrices is the same as maximising the overlap
`trace (Uᵀ Aᵀ B)` over them. -/
theorem isMinimiser_iff (A B : Matrix m k ℝ) (U : Matrix k k ℝ) :
    IsMinimiser A B U ↔ Uᵀ * U = 1 ∧ ∀ V : Matrix k k ℝ, Vᵀ * V = 1 →
      trace (Vᵀ * (Aᵀ * B)) ≤ trace (Uᵀ * (Aᵀ * B)) := by
  have hn : ∀ X : Matrix m k ℝ, 0 ≤ frobNorm X := fun X => Real.sqrt_nonneg _
  refine and_congr_right fun hU => forall₂_congr fun V hV => ?_
  rw [← sq_le_sq₀ (hn _) (hn _), misfit_sq A B hU, misfit_sq A B hV]
  constructor <;> intro h <;> linarith

/-- For any real `A` and `B` of equal shape, a best orthogonal matrix exists. -/
theorem exists_minimiser (A B : Matrix m k ℝ) : ∃ U, IsMinimiser A B U := by
  have hbox : IsCompact {U : Matrix k k ℝ | ∀ i j, U i j ∈ Set.Icc (-1 : ℝ) 1} := by
    have h : IsCompact {U : k → k → ℝ | ∀ i j, U i j ∈ Set.Icc (-1 : ℝ) 1} := by
      have h0 := isCompact_univ_pi (fun _ : k => isCompact_univ_pi
        (fun _ : k => isCompact_Icc (a := (-1 : ℝ)) (b := 1)))
      convert h0 using 1
      ext U
      simp [Set.mem_pi]
    exact h
  -- the orthogonal group is closed and its entries lie in [-1, 1]
  have hc : IsCompact {U : Matrix k k ℝ | Uᵀ * U = 1} := by
    refine hbox.of_isClosed_subset (isClosed_eq
      (continuous_id.matrix_transpose.matrix_mul continuous_id) continuous_const) ?_
    intro U hU i j
    have h := congrFun (congrFun hU j) j
    simp only [Matrix.mul_apply, transpose_apply, one_apply_eq] at h
    have h' : U i j * U i j ≤ ∑ x, U x j * U x j :=
      Finset.single_le_sum (f := fun x => U x j * U x j)
        (fun x _ => mul_self_nonneg _) (Finset.mem_univ i)
    constructor <;> nlinarith
  have hf : Continuous fun U : Matrix k k ℝ => trace (Uᵀ * (Aᵀ * B)) :=
    (continuous_id.matrix_transpose.matrix_mul continuous_const).matrix_trace
  obtain ⟨U, hU, hmax⟩ := hc.exists_isMaxOn ⟨1, by simp⟩ hf.continuousOn
  exact ⟨U, (isMinimiser_iff A B U).mpr ⟨hU, fun V hV => hmax hV⟩⟩

end ExistsMinimiser
```

Messages:

```
Main.lean:54:78: error: unsolved goals
m : Type u_1
k : Type u_2
inst✝² : Fintype m
inst✝¹ : Fintype k
inst✝ : DecidableEq k
A B : Matrix m k ℝ
h0 : IsCompact (Set.univ.pi fun x => Set.univ.pi fun x => Set.Icc (-1) 1)
U : k → k → ℝ
⊢ (∀ (i j : k), -1 ≤ U i j ∧ U i j ≤ 1) ↔ (fun i i_1 => -1) ≤ U ∧ U ≤ fun i i_1 => 1
Main.lean:59:12: warning: This simp argument is unused:
  Set.mem_pi

Hint: Omit it from the simp argument list.
  [apply] simp

Note: This linter can be disabled with `set_option linter.unusedSimpArgs false`
```

Lean accepts the file once it reads:

```diff
@@ -57,5 +57,5 @@
       convert h0 using 1
       ext U
-      simp [Set.mem_pi]
+      exact ⟨fun h i _ j _ => h i j, fun h i j => h i (Set.mem_univ i) j (Set.mem_univ j)⟩
     exact h
   -- the orthogonal group is closed and its entries lie in [-1, 1]
```

Cause. The error comes from the proof that the box is compact. After `ext U`, it remains to show that bounding every entry of `U` is the same as belonging to the nested product `Set.univ.pi` of intervals. `simp` does not open that product entry by entry. It turns it into a single interval of functions, as the simp lemma `Set.pi_univ_Icc` does, and then splits membership into two inequalities between functions. The left side of the remaining goal still bounds each `U i j` separately, and `simp` does not unfold the order on functions to match the two sides.

The warning that `Set.mem_pi` is unused fits this: the lemma that would have opened the product was never applied.

The repair replaces `simp` with an explicit proof of both directions. Membership in the product unfolds by definition to a statement about each `i` and `j`, with the extra hypotheses that they lie in `Set.univ`. The forward direction ignores these hypotheses, and the backward direction supplies them with `Set.mem_univ`. With the `simp` call gone, so is the warning.
